# N decaying poles give an all-pass resonator chain a group-delay area of 2πN

If I don't know how much group delay a fixed number of resonances can supply, I can spend days tuning a delay line towards a specification that no choice of resonance frequencies and linewidths will meet. I also have nothing to compare with when I integrate a computed delay spectrum numerically.

For an all-pass chain (no loss, no reflection and a single output) with N poles, all in the lower half of the complex frequency plane, I believe there is a fixed budget. The transmission at real frequency w is

t(w) = ∏ⱼ (w − conj(pⱼ)) / (w − pⱼ), j = 0, …, N − 1, Im pⱼ < 0.

The claim is that |t(w)| = 1, that t′(w)/t(w) = i D(w) with a real group delay D(w) ≥ 0, and that the integral of D over all real w is 2πN, wherever the poles sit in that half-plane. Can this be derived step by step, and can the argument be stated in Lean and checked by machine?

## Each decaying pole contributes an area of 2π

Yes. The delay is a sum of Lorentzians, one for each pole, and the area of each is independent of its centre and width.

Write pⱼ = rⱼ + i yⱼ with rⱼ and yⱼ real. Here rⱼ is a resonance frequency and |yⱼ| is the decay rate of the mode amplitude. In the time convention exp(−iwt), where t inside an exponential is time and not the transmission, a free mode evolves as exp(−i rⱼ t) exp(yⱼ t), so the condition yⱼ < 0 says that every mode decays. Most of the derivation needs only yⱼ ≠ 0, and the sign enters at the end.

**Modulus.** For real w, the denominator w − pⱼ has imaginary part −yⱼ, so it is not zero. The numerator is its complex conjugate:

w − conj(pⱼ) = conj(w − pⱼ).

A number and its conjugate have the same modulus, so each factor has modulus one, and so has the product.

**Delay of one factor.** Let fⱼ(w) = (w − conj(pⱼ))/(w − pⱼ). The quotient rule gives

fⱼ′(w) = [(w − pⱼ) − (w − conj(pⱼ))] / (w − pⱼ)² = (conj(pⱼ) − pⱼ) / (w − pⱼ)² = −2i yⱼ / (w − pⱼ)².

Dividing by fⱼ replaces one factor w − pⱼ in the denominator by w − conj(pⱼ):

fⱼ′(w)/fⱼ(w) = −2i yⱼ / [(w − pⱼ)(w − conj(pⱼ))] = i Lⱼ(w),

Lⱼ(w) = −2yⱼ / [(w − rⱼ)² + yⱼ²].

The function Lⱼ is real, and it is positive when yⱼ < 0.

**Delay of the chain.** By the product rule, logarithmic derivatives add:

t′(w)/t(w) = Σⱼ fⱼ′(w)/fⱼ(w) = i D(w), D(w) = Σⱼ Lⱼ(w).

If all yⱼ are negative, then D(w) ≥ 0. For N = 0 the product is 1 and D is zero.

**Area.** Substitute x = (w − rⱼ)/|yⱼ|, so that dw = |yⱼ| dx:

∫ Lⱼ(w) dw = (−2yⱼ/|yⱼ|) ∫ dx/(1 + x²) = −2π yⱼ/|yⱼ|.

This is 2π for a pole in the lower half-plane and −2π for one in the upper half-plane. The sum is finite, so it can be integrated term by term:

∫ D(w) dw = 2π (number of poles with yⱼ < 0 − number of poles with yⱼ > 0).

With all N poles in the lower half-plane, the area is 2πN.

**The limit on delay and bandwidth.** Suppose that all poles lie in the lower half-plane and that D(w) ≥ τ throughout a band [a, b]. Since D is non-negative outside the band as well,

τ(b − a) ≤ ∫ₐᵇ D(w) dw ≤ ∫ D(w) dw = 2πN.

This rules out some specifications for the model: a delay τ over an angular-frequency bandwidth b − a needs at least τ(b − a)/(2π) poles. The condition is necessary but not sufficient. With a single pole, for example, the smallest delay in the band is at most 2/(b − a), so τ(b − a) cannot exceed 2, well below 2π.

## A growing pole reverses the sign

The half-plane condition matters already for a single pole. Take N = 1 and p₀ = i. Then

t(w) = (w + i)/(w − i), D(w) = −2/(w² + 1), ∫ D(w) dw = −2π.

The modulus is still one at every real frequency, so a transmission spectrum without phase information would not reveal the change. Both the sign of the delay and the area 2πN are lost. The example is formal: a function with a pole in the upper half-plane is not the steady-state response of a stable causal device.

## What the Lean statements say about the chain

The poles are a function `p : Fin N → ℂ`. The index runs from 0 to N − 1, and two indices may carry the same pole, so poles are counted with multiplicity. The frequency is a real number `w`, and `allPass p w` is the complex transmission t(w).

The definition `groupDelay t` applies to any response `t : ℝ → ℂ` and takes the imaginary part of t′/t. Where t is differentiable and non-zero, this is the derivative of its phase. The Lorentzian `poleDelay` is a separate definition, and its connection with the group delay is proved. In the convention exp(−iwt), a positive value means that a narrow-band pulse leaves later.

The main theorem, `allPass_groupDelay_area`, assumes `(p j).im < 0` for every j. It concludes that at every real frequency the transmission has modulus one and is differentiable, that t′/t equals i times the real number `groupDelay (allPass p) w`, and that this number is non-negative. It also concludes that the group delay is integrable over the real line and that its integral is 2πN. Differentiability and integrability are stated explicitly because Lean's derivative and integral default to zero where the true ones do not exist.

Two further theorems accompany it. `groupDelay_area_count` assumes only that no pole is real, and gives the difference of the two pole counts. `delay_bandwidth_limit` is the inequality above, for a band with a ≤ b.

The frequency is angular, and the integral includes negative frequencies. If the response is real in the time domain, a resonance at a non-zero frequency comes with a mirror pole at −conj(pⱼ), and N counts both. D is then even in w, so only half of the area, πN, lies at positive frequencies.

The model has finitely many poles, no loss and a single output: each zero sits exactly at the conjugate of its pole. A lossless chain that reflects part of the signal has |t| < 1 at some frequencies and is not covered. Absorption breaks the pairing of zeros with poles and lies beyond these theorems, as does a stretch of dispersionless waveguide, which would add a constant delay with infinite area. The position of the poles is assumed and not derived from causality.

In quantum scattering, the same product serves as an approximate single-channel S-matrix away from threshold, with finitely many resonance poles and no background phase; D is then the Wigner time delay, with w the energy divided by ħ. The full area 2πN includes the tails of the Lorentzians at energies below threshold, where there is no scattering. For simulation, the area gives a check on a delay spectrum computed from such an all-pass, finite-pole model, provided that the frequency window is wide enough to hold all but a negligible part of the Lorentzian tails and that the frequency grid is fine enough to resolve the narrowest resonance.

```lean
import Mathlib

open MeasureTheory
open scoped ComplexConjugate

namespace AllPassGroupDelay

noncomputable section

/-- Transmission of an all-pass resonator chain at real frequency `w`: each pole `p j` is
paired with a zero at its complex conjugate. -/
def allPass {N : ℕ} (p : Fin N → ℂ) (w : ℝ) : ℂ :=
  ∏ j, ((w : ℂ) - conj (p j)) / ((w : ℂ) - p j)

/-- Group delay of a frequency response `t`: the imaginary part of `t' / t`. -/
def groupDelay (t : ℝ → ℂ) (w : ℝ) : ℝ := (deriv t w / t w).im

/-- The Lorentzian delay profile belonging to a single pole `p`. -/
def poleDelay (p : ℂ) (w : ℝ) : ℝ := -2 * p.im / ((w - p.re) ^ 2 + p.im ^ 2)

/-- A real frequency never coincides with a pole off the real axis. -/
theorem sub_pole_ne_zero {p : ℂ} (hp : p.im ≠ 0) (w : ℝ) : (w : ℂ) - p ≠ 0 := by
  intro h
  have h' := congrArg Complex.im h
  simp at h'
  exact hp h'

/-- With all poles off the real axis, the transmission has modulus one at every real
frequency. -/
theorem norm_allPass {N : ℕ} (p : Fin N → ℂ) (hp : ∀ j, (p j).im ≠ 0) (w : ℝ) :
    ‖allPass p w‖ = 1 := by
  unfold allPass
  rw [norm_prod]
  refine Finset.prod_eq_one fun j _ => ?_
  -- the numerator is the conjugate of the denominator
  have h : (w : ℂ) - conj (p j) = conj ((w : ℂ) - p j) := by simp
  rw [norm_div, h, RCLike.norm_conj]
  exact div_self (norm_ne_zero_iff.mpr (sub_pole_ne_zero (hp j) w))

/-- For a pole off the real axis, the derivative of its factor is `i` times its Lorentzian delay
times the factor itself. -/
theorem hasDerivAt_factor {p : ℂ} (hp : p.im ≠ 0) (w : ℝ) :
    HasDerivAt (fun x : ℝ => ((x : ℂ) - conj p) / ((x : ℂ) - p))
      (Complex.I * (poleDelay p w : ℂ) * (((w : ℂ) - conj p) / ((w : ℂ) - p))) w := by
  have h1 : (w : ℂ) - p ≠ 0 := sub_pole_ne_zero hp w
  have h2 : (w : ℂ) - conj p ≠ 0 := sub_pole_ne_zero (by simpa using hp) w
  have hx : HasDerivAt (fun x : ℝ => (x : ℂ)) 1 w :=
    (hasDerivAt_id' w).ofReal_comp.congr_deriv Complex.ofReal_one
  have hden : ((w : ℂ) - (p.re : ℂ)) ^ 2 + (p.im : ℂ) ^ 2
      = ((w : ℂ) - p) * ((w : ℂ) - conj p) := by
    apply Complex.ext <;> simp [pow_two]
    ring
  have hL : (poleDelay p w : ℂ)
      = -2 * (p.im : ℂ) / (((w : ℂ) - p) * ((w : ℂ) - conj p)) := by
    rw [← hden]
    unfold poleDelay
    push_cast
    rfl
  have him : conj p - p = Complex.I * (-2 * (p.im : ℂ)) := by
    apply Complex.ext <;> simp
    ring
  have hnum : 1 * ((w : ℂ) - p) - ((w : ℂ) - conj p) * 1
      = Complex.I * (-2 * (p.im : ℂ)) := by
    linear_combination him
  refine ((hx.sub_const (conj p)).fun_div (hx.sub_const p) h1).congr_deriv ?_
  rw [hnum, hL]
  field_simp

/-- With all poles off the real axis, the transmission obeys `t' = i D t`, where `D` is the sum of
the Lorentzian delays of its poles. -/
theorem hasDerivAt_allPass {N : ℕ} (p : Fin N → ℂ) (hp : ∀ j, (p j).im ≠ 0) (w : ℝ) :
    HasDerivAt (allPass p)
      (Complex.I * ((∑ j, poleDelay (p j) w : ℝ) : ℂ) * allPass p w) w := by
  -- add one resonator at a time
  have key : ∀ s : Finset (Fin N),
      HasDerivAt (fun x : ℝ => ∏ j ∈ s, ((x : ℂ) - conj (p j)) / ((x : ℂ) - p j))
        (Complex.I * ((∑ j ∈ s, poleDelay (p j) w : ℝ) : ℂ) *
          ∏ j ∈ s, ((w : ℂ) - conj (p j)) / ((w : ℂ) - p j)) w := by
    intro s
    induction s using Finset.induction_on with
    | empty => simpa using hasDerivAt_const w (1 : ℂ)
    | insert a s ha ih =>
      simp only [Finset.prod_insert ha, Finset.sum_insert ha]
      refine ((hasDerivAt_factor (hp a) w).fun_mul ih).congr_deriv ?_
      rw [Complex.ofReal_add]
      ring
  exact key Finset.univ

/-- With all poles off the real axis, the group delay of the chain is the sum of the Lorentzian
delays of its poles, and `t' / t` is `i` times this real number. -/
theorem groupDelay_allPass {N : ℕ} (p : Fin N → ℂ) (hp : ∀ j, (p j).im ≠ 0) (w : ℝ) :
    groupDelay (allPass p) w = ∑ j, poleDelay (p j) w ∧
      deriv (allPass p) w / allPass p w = Complex.I * (groupDelay (allPass p) w : ℂ) := by
  have ht : allPass p w ≠ 0 := by
    intro h
    have h1 := norm_allPass p hp w
    rw [h, norm_zero] at h1
    exact zero_ne_one h1
  have h : deriv (allPass p) w / allPass p w
      = Complex.I * ((∑ j, poleDelay (p j) w : ℝ) : ℂ) := by
    rw [(hasDerivAt_allPass p hp w).deriv, mul_div_cancel_right₀ _ ht]
  have hD : groupDelay (allPass p) w = ∑ j, poleDelay (p j) w := by
    unfold groupDelay
    rw [h, Complex.I_mul_im, Complex.ofReal_re]
  exact ⟨hD, by rw [hD, h]⟩

/-- The Lorentzian delay of one pole is integrable, with area `2π` for a pole in the lower
half-plane and `-2π` for one in the upper half-plane. -/
theorem poleDelay_area {p : ℂ} (hp : p.im ≠ 0) :
    Integrable (poleDelay p) ∧ ∫ w, poleDelay p w =
      2 * Real.pi * ((if p.im < 0 then 1 else 0) - (if 0 < p.im then 1 else 0)) := by
  have hform : poleDelay p
      = fun w : ℝ => (-2 / p.im) * (1 + ((w - p.re) / p.im) ^ 2)⁻¹ := by
    funext w
    have hS : (w - p.re) ^ 2 + p.im ^ 2 ≠ 0 := by positivity
    have h1 : 1 + ((w - p.re) / p.im) ^ 2 = ((w - p.re) ^ 2 + p.im ^ 2) / p.im ^ 2 := by
      field_simp
      ring
    rw [h1, inv_div]
    unfold poleDelay
    field_simp
  rw [hform]
  constructor
  · exact ((integrable_inv_one_add_sq.comp_div hp).comp_sub_right p.re).const_mul _
  · -- shift to the resonance and rescale frequency by `p.im`
    have h1 : ∫ w : ℝ, (1 + ((w - p.re) / p.im) ^ 2)⁻¹ = ∫ x : ℝ, (1 + (x / p.im) ^ 2)⁻¹ :=
      integral_sub_right_eq_self (fun x : ℝ => (1 + (x / p.im) ^ 2)⁻¹) p.re
    have h2 : ∫ x : ℝ, (1 + (x / p.im) ^ 2)⁻¹ = |p.im| • ∫ x : ℝ, (1 + x ^ 2)⁻¹ :=
      Measure.integral_comp_div (fun x : ℝ => (1 + x ^ 2)⁻¹) p.im
    rw [integral_const_mul, h1, h2, integral_univ_inv_one_add_sq, smul_eq_mul]
    rcases lt_or_gt_of_ne hp with h | h
    · rw [abs_of_neg h, if_pos h, if_neg (not_lt_of_gt h)]
      field_simp
      ring
    · rw [abs_of_pos h, if_neg (not_lt_of_gt h), if_pos h]
      field_simp
      ring

/-- For poles anywhere off the real axis, the group-delay area is `2π` times the number of
poles in the lower half-plane minus the number in the upper half-plane. -/
theorem groupDelay_area_count {N : ℕ} (p : Fin N → ℂ) (hp : ∀ j, (p j).im ≠ 0) :
    Integrable (groupDelay (allPass p)) ∧ ∫ w, groupDelay (allPass p) w =
      2 * Real.pi * (((Finset.univ.filter fun j => (p j).im < 0).card : ℝ) -
        ((Finset.univ.filter fun j => 0 < (p j).im).card : ℝ)) := by
  have hD : groupDelay (allPass p) = fun w => ∑ j, poleDelay (p j) w :=
    funext fun w => (groupDelay_allPass p hp w).1
  rw [hD]
  refine ⟨MeasureTheory.integrable_finsetSum _ fun j _ => (poleDelay_area (hp j)).1, ?_⟩
  rw [MeasureTheory.integral_finsetSum _ fun j _ => (poleDelay_area (hp j)).1,
    Finset.sum_congr rfl fun j _ => (poleDelay_area (hp j)).2,
    ← Finset.mul_sum, Finset.sum_sub_distrib, Finset.sum_boole, Finset.sum_boole]

/-- With all `N` poles in the lower half-plane, the transmission is differentiable and of
modulus one on the real axis, `t' / t = i D` with `D ≥ 0`, and `D` has total area `2πN`. -/
theorem allPass_groupDelay_area {N : ℕ} (p : Fin N → ℂ) (hp : ∀ j, (p j).im < 0) :
    (∀ w : ℝ, ‖allPass p w‖ = 1 ∧ DifferentiableAt ℝ (allPass p) w ∧
      deriv (allPass p) w / allPass p w = Complex.I * (groupDelay (allPass p) w : ℂ) ∧
      0 ≤ groupDelay (allPass p) w) ∧
    Integrable (groupDelay (allPass p)) ∧
    ∫ w, groupDelay (allPass p) w = 2 * Real.pi * N := by
  have hne : ∀ j, (p j).im ≠ 0 := fun j => (hp j).ne
  refine ⟨fun w => ⟨norm_allPass p hne w, (hasDerivAt_allPass p hne w).differentiableAt,
    (groupDelay_allPass p hne w).2, ?_⟩, (groupDelay_area_count p hne).1, ?_⟩
  · rw [(groupDelay_allPass p hne w).1]
    refine Finset.sum_nonneg fun j _ => ?_
    unfold poleDelay
    exact div_nonneg (by linarith [hp j]) (by positivity)
  · have hup : ∀ j, ¬ 0 < (p j).im := fun j => not_lt_of_gt (hp j)
    rw [(groupDelay_area_count p hne).2]
    simp [hp, hup]

/-- Delay-bandwidth limit: if `N` lower-half-plane poles give a delay of at least `τ`
throughout the band `[a, b]`, then `τ (b - a) ≤ 2πN`. -/
theorem delay_bandwidth_limit {N : ℕ} (p : Fin N → ℂ) (hp : ∀ j, (p j).im < 0)
    {a b τ : ℝ} (hab : a ≤ b) (hτ : ∀ w ∈ Set.Icc a b, τ ≤ groupDelay (allPass p) w) :
    τ * (b - a) ≤ 2 * Real.pi * N := by
  obtain ⟨hpt, hint, harea⟩ := allPass_groupDelay_area p hp
  calc τ * (b - a) = ∫ _w in Set.Icc a b, τ := by
        rw [setIntegral_const, Real.volume_real_Icc_of_le hab, smul_eq_mul, mul_comm]
    _ ≤ ∫ w in Set.Icc a b, groupDelay (allPass p) w :=
        setIntegral_mono_on continuous_const.integrableOn_Icc hint.integrableOn
          measurableSet_Icc hτ
    _ ≤ ∫ w, groupDelay (allPass p) w :=
        setIntegral_le_integral hint (Filter.Eventually.of_forall fun w => (hpt w).2.2.2)
    _ = 2 * Real.pi * N := harea

end

end AllPassGroupDelay
```

```lean
#print axioms AllPassGroupDelay.allPass_groupDelay_area
#print axioms AllPassGroupDelay.delay_bandwidth_limit
```

```
'AllPassGroupDelay.allPass_groupDelay_area' depends on axioms: [propext, Classical.choice, Quot.sound]
'AllPassGroupDelay.delay_bandwidth_limit' depends on axioms: [propext, Classical.choice, Quot.sound]
```

## From one quotient to the pole count in Lean

`sub_pole_ne_zero` compares imaginary parts to show that w − p is not zero for a pole off the real axis. `norm_allPass` then turns the modulus of the product into a product of moduli and shows that each of them is one, by rewriting the numerator as the conjugate of the denominator.

`hasDerivAt_factor` is the quotient-rule step. Its intermediate fact `hden` identifies (w − r)² + y² with (w − p)(w − conj(p)), and `hnum` evaluates the numerator of the derivative as −2iy. After these replacements, `field_simp` confirms that the derivative is i times the Lorentzian times the factor itself.

`hasDerivAt_allPass` extends this to the chain by induction over finite sets of poles. The empty product is the constant 1, with derivative zero. Inserting a pole uses the product rule `fun_mul`, and `ring` collects the new Lorentzian into the sum. The result is written as t′ = i D t, which needs no division.

The division comes in `groupDelay_allPass`. Since t has modulus one, it is not zero and can be cancelled. Taking the imaginary part of i D then identifies `groupDelay` with the sum of the Lorentzians.

`poleDelay_area` carries out the integral. The equation `hform` writes the Lorentzian as

L(w) = (−2/y) · 1/(1 + ((w − r)/y)²).

Integrability follows from that of 1/(1 + x²) under scaling, shifting and multiplication by a constant. For the value, `h1` removes the shift r and `h2` rescales by y, which produces the factor |y|. The remaining integral is π. The proof then treats y < 0 and y > 0 separately, and the quotient |y|/y supplies the sign. The two `if` expressions in the statement record which half-plane the pole occupies.

In `groupDelay_area_count`, the integral of the finite sum becomes the sum of the integrals, and `Finset.sum_boole` turns the sums of zeros and ones into the numbers of poles in the two half-planes.

`allPass_groupDelay_area` specialises this count. With every imaginary part negative, the lower half-plane holds all N poles and the upper one holds none. Non-negativity is checked term by term, since each Lorentzian has a positive numerator and a non-negative denominator.

The `calc` block in `delay_bandwidth_limit` follows the chain of inequalities in the derivation. It writes τ(b − a) as the integral of a constant over the band, compares that constant with the delay by `setIntegral_mono_on`, and enlarges the band to the whole line by `setIntegral_le_integral`. The last comparison uses the non-negativity of the delay, and the main theorem supplies the total area.
